# Egg-box energy ripple sets a lower bound on force ripple

A grid that looks converged because the energy hardly changes when an atom is moved across it can still give forces with a spurious ripple that is not small. Take the energy to be the average of a continuously differentiable function of period 1 over \(N\) equally spaced points of a one-dimensional cell of length 1, and the force to be minus the derivative of that energy with respect to a rigid shift of the function. The file below proves that the root-mean-square force is at least \(2\pi N\) times the root-mean-square energy ripple.

```lean
import Mathlib

open MeasureTheory
open scoped Real

namespace EggBoxForceRipple

noncomputable section

/-- Grid energy of `f` at offset `s`: the average of `f (j/N - s)` over the `N` grid points
`j/N` of the unit cell, for `N ≥ 1`. -/
def eggBox (N : ℕ) (f : ℝ → ℝ) (s : ℝ) : ℝ :=
  (1 / (N : ℝ)) * ∑ j ∈ Finset.range N, f ((j : ℝ) / N - s)

/-- Average of a continuous function of the offset over the unit cell. -/
def offsetMean (g : ℝ → ℝ) : ℝ := ∫ s in (0 : ℝ)..1, g s

/-- Wirtinger's inequality: a continuously differentiable function with equal values at the ends
of a cell of length `T > 0` and zero mean has `∫ ‖g'‖² ≥ (2π/T)² ∫ ‖g‖²` over the cell. -/
theorem wirtinger {g g' : ℝ → ℂ} {T : ℝ} (hT : 0 < T) (hper : g T = g 0)
    (hg : ∀ x, HasDerivAt g (g' x) x) (hc : Continuous g')
    (h0 : ∫ x in (0 : ℝ)..T, g x = 0) :
    (2 * π / T) ^ 2 * ∫ x in (0 : ℝ)..T, ‖g x‖ ^ 2 ≤ ∫ x in (0 : ℝ)..T, ‖g' x‖ ^ 2 := by
  have mem : ∀ h : ℝ → ℂ, Continuous h → MemLp h 2 (volume.restrict (Set.Ioc 0 T)) := by
    intro h hh
    obtain ⟨C, hC⟩ := (isCompact_Icc (a := (0 : ℝ)) (b := T)).exists_bound_of_continuousOn
      hh.continuousOn
    exact MemLp.of_bound hh.aestronglyMeasurable C
      (ae_restrict_of_forall_mem measurableSet_Ioc
        fun x hx => hC x (Set.Ioc_subset_Icc_self hx))
  have hgc : Continuous g := continuous_iff_continuousAt.2 fun x => (hg x).continuousAt
  -- Parseval's identity for the function and for its derivative
  have S1 := hasSum_sq_fourierCoeffOn hT (mem g hgc)
  have S2 := hasSum_sq_fourierCoeffOn hT (mem g' hc)
  -- comparison of the two sums, one harmonic at a time
  have term : ∀ n : ℤ, (2 * π / T) ^ 2 * ‖fourierCoeffOn hT g n‖ ^ 2
      ≤ ‖fourierCoeffOn hT g' n‖ ^ 2 := by
    intro n
    by_cases hn : n = 0
    · have hz : fourierCoeffOn hT g n = 0 := by
        rw [hn, fourierCoeffOn_eq_integral]
        simp [h0]
      rw [hz, norm_zero]
      simp
    · have h := fourierCoeffOn_of_hasDerivAt hT hn (fun x _ => hg x)
        (hc.intervalIntegrable 0 T)
      rw [hper, sub_self, mul_zero, zero_sub, Complex.ofReal_zero, sub_zero] at h
      generalize fourierCoeffOn hT g n = c at h ⊢
      generalize fourierCoeffOn hT g' n = d at h ⊢
      have hnC : (n : ℂ) ≠ 0 := by exact_mod_cast hn
      have hpi : (π : ℂ) ≠ 0 := by exact_mod_cast Real.pi_ne_zero
      have key : (T : ℂ) * d = 2 * π * Complex.I * n * c := by
        rw [h]
        field_simp [Complex.I_ne_zero]
      have hnorm : T * ‖d‖ = 2 * π * |(n : ℝ)| * ‖c‖ := by
        have := congrArg norm key
        simpa [abs_of_pos hT, abs_of_pos Real.pi_pos] using this
      have h1 : (1 : ℝ) ≤ |(n : ℝ)| := by exact_mod_cast Int.one_le_abs hn
      have h2 : 2 * π / T * ‖c‖ ≤ ‖d‖ := by
        rw [div_mul_eq_mul_div, div_le_iff₀ hT]
        have h3 : 0 ≤ 2 * π * ‖c‖ := by positivity
        have h4 := mul_le_mul_of_nonneg_left h1 h3
        linarith
      rw [← mul_pow]
      exact pow_le_pow_left₀ (by positivity) h2 2
  have hs := hasSum_le term (S1.mul_left _) S2
  simp only [sub_zero, smul_eq_mul] at hs
  refine le_of_mul_le_mul_left ?_ (inv_pos.2 hT)
  linarith

/-- The integral over the unit cell of a continuous function with period `1/N`, `N ≥ 1`, is `N`
times its integral over one grid spacing. -/
theorem integral_unit_cell {N : ℕ} (hN : 0 < N) {h : ℝ → ℝ} (hc : Continuous h)
    (hper : Function.Periodic h (1 / (N : ℝ))) :
    ∫ x in (0 : ℝ)..1, h x = N * ∫ x in (0 : ℝ)..(1 / (N : ℝ)), h x := by
  have hN0 : (N : ℝ) ≠ 0 := by exact_mod_cast hN.ne'
  have key : ∀ (T : ℝ), Function.Periodic h T → ∀ k : ℕ,
      ∫ x in (0 : ℝ)..(k * T), h x = k * ∫ x in (0 : ℝ)..T, h x := by
    intro T hT k
    induction k with
    | zero => simp
    | succ k ih =>
      have h1 := hT.intervalIntegral_add_eq (k * T) 0
      rw [zero_add] at h1
      have h2 := intervalIntegral.integral_add_adjacent_intervals (μ := volume)
        (hc.intervalIntegrable 0 (k * T)) (hc.intervalIntegrable (k * T) (k * T + T))
      have e : ((k + 1 : ℕ) : ℝ) * T = k * T + T := by push_cast; ring
      rw [e, ← h2, ih, h1]
      push_cast
      ring
  have := key _ hper N
  rwa [mul_one_div_cancel hN0] at this

/-- The derivative of the grid energy with respect to the offset is minus the grid average of
`f'`, for differentiable `f`. -/
theorem hasDerivAt_eggBox (N : ℕ) {f : ℝ → ℝ} (hf : Differentiable ℝ f) (s : ℝ) :
    HasDerivAt (eggBox N f) (-eggBox N (deriv f) s) s := by
  have h : ∀ j ∈ Finset.range N, HasDerivAt (fun t : ℝ => f ((j : ℝ) / N - t))
      (-deriv f ((j : ℝ) / N - s)) s :=
    fun j _ => HasDerivAt.comp_const_sub _ _ (hf _).hasDerivAt
  exact ((HasDerivAt.fun_sum h).const_mul (1 / (N : ℝ))).congr_deriv
    (by simp only [eggBox, Finset.sum_neg_distrib, mul_neg])

/-- For continuous `f` of period 1 and `N ≥ 1`, the grid energy averaged over all offsets is the
exact integral of `f` over the unit cell. -/
theorem offsetMean_eggBox {N : ℕ} (hN : 0 < N) {f : ℝ → ℝ} (hc : Continuous f)
    (hper : Function.Periodic f 1) :
    offsetMean (eggBox N f) = ∫ x in (0 : ℝ)..1, f x := by
  have hN0 : (N : ℝ) ≠ 0 := by exact_mod_cast hN.ne'
  have h : ∀ j ∈ Finset.range N,
      ∫ s in (0 : ℝ)..1, f ((j : ℝ) / N - s) = ∫ x in (0 : ℝ)..1, f x := by
    intro j _
    have h1 := hper.intervalIntegral_add_eq ((j : ℝ) / N - 1) 0
    rw [zero_add, sub_add_cancel] at h1
    rw [intervalIntegral.integral_comp_sub_left f, sub_zero, h1]
  have hi : ∀ j ∈ Finset.range N,
      IntervalIntegrable (fun s : ℝ => f ((j : ℝ) / N - s)) volume 0 1 :=
    fun j _ => Continuous.intervalIntegrable (by fun_prop) _ _
  unfold offsetMean eggBox
  rw [intervalIntegral.integral_const_mul, intervalIntegral.integral_finsetSum hi,
    Finset.sum_congr rfl h, Finset.sum_const, Finset.card_range, nsmul_eq_mul, ← mul_assoc,
    one_div_mul_cancel hN0, one_mul]

/-- Force ripple against energy ripple: for continuously differentiable `f` of period 1, the
integral of `E'²` over all offsets is at least `(2πN)²` times that of `(E - m)²`, where `E` is the
grid energy and `m` its mean. -/
theorem force_ripple_ge_energy_ripple (N : ℕ) {f : ℝ → ℝ} (hf : ContDiff ℝ 1 f)
    (hper : Function.Periodic f 1) :
    (2 * π * N) ^ 2 * ∫ s in (0 : ℝ)..1, (eggBox N f s - offsetMean (eggBox N f)) ^ 2
      ≤ ∫ s in (0 : ℝ)..1, (deriv (eggBox N f) s) ^ 2 := by
  rcases Nat.eq_zero_or_pos N with rfl | hN
  · rw [show (2 * π * ((0 : ℕ) : ℝ)) ^ 2 = 0 by simp, zero_mul]
    exact intervalIntegral.integral_nonneg zero_le_one fun _ _ => sq_nonneg _
  have hNpos : (0 : ℝ) < N := by exact_mod_cast hN
  have hdiff : Differentiable ℝ f := hf.differentiable (by norm_num)
  have hdc : Continuous (deriv f) := hf.continuous_deriv (by norm_num)
  have hdper : Function.Periodic (deriv f) 1 := by
    intro x
    have e : (fun y => f (y + 1)) = f := funext hper
    have := deriv_comp_add_const f 1 x
    rw [e] at this
    exact this.symm
  have cont : ∀ h : ℝ → ℝ, Continuous h → Continuous (eggBox N h) := fun h hh =>
    continuous_const.mul (continuous_finsetSum _ fun j _ =>
      hh.comp (continuous_const.sub continuous_id))
  -- moving by one grid spacing only relabels the grid points
  have per : ∀ h : ℝ → ℝ, Function.Periodic h 1 →
      Function.Periodic (eggBox N h) (1 / (N : ℝ)) := by
    intro h hh s
    let u : ℕ → ℝ := fun j => h ((j : ℝ) / N - (s + 1 / N))
    have a := Finset.sum_range_succ u N
    have b := Finset.sum_range_succ' u N
    have c : ∑ j ∈ Finset.range N, u (j + 1)
        = ∑ j ∈ Finset.range N, h ((j : ℝ) / N - s) := by
      refine Finset.sum_congr rfl fun j _ => ?_
      change h (((j + 1 : ℕ) : ℝ) / N - (s + 1 / N)) = _
      congr 1
      rw [Nat.cast_add, Nat.cast_one, add_div]
      ring
    have d : u N = u 0 := by
      change h ((N : ℝ) / N - (s + 1 / N)) = h (((0 : ℕ) : ℝ) / N - (s + 1 / N))
      rw [div_self hNpos.ne', ← hh (((0 : ℕ) : ℝ) / N - (s + 1 / N))]
      congr 1
      rw [Nat.cast_zero, zero_div]
      ring
    unfold eggBox
    congr 1
    change ∑ j ∈ Finset.range N, u j = _
    linarith
  have hd : deriv (eggBox N f) = fun s => -eggBox N (deriv f) s :=
    funext fun s => (hasDerivAt_eggBox N hdiff s).deriv
  have cE := cont f hf.continuous
  have cF := cont _ hdc
  have pE := per f hper
  have pF := per _ hdper
  obtain ⟨m, hm⟩ : ∃ m, m = offsetMean (eggBox N f) := ⟨_, rfl⟩
  rw [← hm, hd]
  -- reduce the integrals to one grid spacing
  have i0 := integral_unit_cell hN (h := fun s => eggBox N f s - m)
    (cE.sub continuous_const) (fun s => by simp only [pE s])
  have i1 := integral_unit_cell hN (h := fun s => (eggBox N f s - m) ^ 2)
    ((cE.sub continuous_const).pow 2) (fun s => by simp only [pE s])
  have i2 := integral_unit_cell hN (h := fun s => (-eggBox N (deriv f) s) ^ 2)
    (cF.neg.pow 2) (fun s => by simp only [pF s])
  have z : ∫ s in (0 : ℝ)..(1 / (N : ℝ)), (eggBox N f s - m) = 0 := by
    have t : ∫ s in (0 : ℝ)..1, (eggBox N f s - m) = 0 := by
      rw [intervalIntegral.integral_sub (cE.intervalIntegrable _ _)
        (continuous_const.intervalIntegrable _ _), intervalIntegral.integral_const, hm]
      simp [offsetMean]
    rw [t] at i0
    exact (mul_eq_zero.1 i0.symm).resolve_left hNpos.ne'
  -- Wirtinger's inequality on one grid spacing
  have W := wirtinger (g := fun s => ((eggBox N f s - m : ℝ) : ℂ))
    (g' := fun s => ((-eggBox N (deriv f) s : ℝ) : ℂ)) (one_div_pos.2 hNpos)
    (by
      have := pE 0
      rw [zero_add] at this
      simp only [this])
    (fun s => ((hasDerivAt_eggBox N hdiff s).sub_const m).ofReal_comp)
    (Complex.continuous_ofReal.comp cF.neg)
    (by rw [intervalIntegral.integral_ofReal, z, Complex.ofReal_zero])
  simp only [Complex.norm_real, Real.norm_eq_abs, sq_abs] at W
  rw [div_div_eq_mul_div, div_one] at W
  have W' := mul_le_mul_of_nonneg_left W hNpos.le

  rw [i1, i2]
  linarith

/-- For continuously differentiable `f` of period 1 and `N ≥ 1`, the mean-square error of the
grid energy against the exact integral is at most the mean-square force over `(2πN)²`. -/
theorem energy_error_le_force {N : ℕ} (hN : 0 < N) {f : ℝ → ℝ} (hf : ContDiff ℝ 1 f)
    (hper : Function.Periodic f 1) :
    ∫ s in (0 : ℝ)..1, (eggBox N f s - ∫ x in (0 : ℝ)..1, f x) ^ 2
      ≤ (∫ s in (0 : ℝ)..1, (deriv (eggBox N f) s) ^ 2) / (2 * π * N) ^ 2 := by
  have hNpos : (0 : ℝ) < N := by exact_mod_cast hN
  have h := force_ripple_ge_energy_ripple N hf hper
  rw [offsetMean_eggBox hN hf.continuous hper] at h
  rw [le_div_iff₀ (by positivity)]
  linarith

/-- For `f x = cos (2πNk x)` with `N, k ≥ 1` and grid energy `E`, the mean square over the unit cell
of `E` minus its mean is `1/2`, and that of `E'` is `(2πNk)²/2`. -/
theorem ripple_of_harmonic {N k : ℕ} (hN : 0 < N) (hk : 0 < k) :
    let E := eggBox N (fun x => Real.cos (2 * π * (N * k) * x))
    ∫ s in (0 : ℝ)..1, (E s - offsetMean E) ^ 2 = 1 / 2 ∧
      ∫ s in (0 : ℝ)..1, (deriv E s) ^ 2 = (2 * π * (N * k)) ^ 2 / 2 := by
  intro E
  have hNpos : (0 : ℝ) < N := by exact_mod_cast hN
  have hkpos : (0 : ℝ) < k := by exact_mod_cast hk
  -- every grid point sees the same phase
  have hE : E = fun s => Real.cos (2 * π * (N * k) * s) := by
    funext s
    have h : ∀ j ∈ Finset.range N, Real.cos (2 * π * (N * k) * ((j : ℝ) / N - s))
        = Real.cos (2 * π * (N * k) * s) := by
      intro j _
      have e : (N : ℝ) * ((j : ℝ) / N) = j := by field_simp
      rw [show 2 * π * (N * k) * ((j : ℝ) / N - s)
          = ((k * j : ℕ) : ℝ) * (2 * π) - 2 * π * (N * k) * s by
        push_cast
        linear_combination 2 * π * k * e]
      exact Real.cos_nat_mul_two_pi_sub _ _
    change (1 / (N : ℝ)) * ∑ j ∈ Finset.range N,
      Real.cos (2 * π * (N * k) * ((j : ℝ) / N - s)) = _
    rw [Finset.sum_congr rfl h, Finset.sum_const, Finset.card_range, nsmul_eq_mul,
      ← mul_assoc, one_div_mul_cancel hNpos.ne', one_mul]
  have hw : 2 * π * ((N : ℝ) * k) ≠ 0 := by positivity
  have hs : Real.sin (2 * π * ((N : ℝ) * k)) = 0 := by
    rw [show 2 * π * ((N : ℝ) * k) = ((2 * N * k : ℕ) : ℝ) * π by push_cast; ring]
    exact Real.sin_nat_mul_pi _
  rw [hE]
  generalize 2 * π * ((N : ℝ) * k) = w at hw hs ⊢
  have i0 : offsetMean (fun s => Real.cos (w * s)) = 0 := by
    unfold offsetMean
    rw [intervalIntegral.integral_comp_mul_left (fun x => Real.cos x) hw, integral_cos]
    simp [hs]
  have hd : deriv (fun s => Real.cos (w * s)) = fun s => -Real.sin (w * s) * (w * 1) :=
    funext fun s => (((hasDerivAt_id' s).const_mul w).cos).deriv
  constructor
  · simp only [i0, sub_zero]
    rw [intervalIntegral.integral_comp_mul_left (fun x => Real.cos x ^ 2) hw, integral_cos_sq]
    simp only [mul_one, mul_zero, hs, Real.sin_zero, smul_eq_mul, sub_zero, zero_add]
    field_simp
  · have e : ∀ s, (-Real.sin (w * s) * (w * 1)) ^ 2 = w ^ 2 * Real.sin (w * s) ^ 2 :=
      fun s => by ring
    simp only [hd, e]
    rw [intervalIntegral.integral_const_mul,
      intervalIntegral.integral_comp_mul_left (fun x => Real.sin x ^ 2) hw, integral_sin_sq]
    simp only [mul_one, mul_zero, zero_mul, hs, Real.sin_zero, smul_eq_mul, sub_zero, zero_add]
    field_simp

end

end EggBoxForceRipple
```

```lean
#print axioms EggBoxForceRipple.force_ripple_ge_energy_ripple
#print axioms EggBoxForceRipple.energy_error_le_force
#print axioms EggBoxForceRipple.ripple_of_harmonic
```

```
'EggBoxForceRipple.force_ripple_ge_energy_ripple' depends on axioms: [propext, Classical.choice, Quot.sound]
'EggBoxForceRipple.energy_error_le_force' depends on axioms: [propext, Classical.choice, Quot.sound]
'EggBoxForceRipple.ripple_of_harmonic' depends on axioms: [propext, Classical.choice, Quot.sound]
```

## The inequality and its terms

Let \(f\) be a real function of period 1 with a continuous derivative. Its grid energy at offset \(s\), and the mean of that energy over all offsets, are

\[
E(s)=\frac1N\sum_{j=0}^{N-1} f\!\left(\frac jN-s\right),\qquad m=\int_0^1E(s)\,ds .
\]

In Lean these are `eggBox N f s` and `offsetMean (eggBox N f)`. The assumptions on \(f\) are `ContDiff ℝ 1 f` and `Function.Periodic f 1`; every real trigonometric polynomial of period 1 satisfies both. The main theorem, `force_ripple_ge_energy_ripple`, states

\[
(2\pi N)^2\int_0^1 (E(s)-m)^2\,ds\;\le\;\int_0^1 E'(s)^2\,ds .
\]

The derivative on the right is the true derivative of the grid energy, `deriv (eggBox N f) s`. The force is minus this quantity, and the sign disappears on squaring.

Two further theorems complete the picture. `energy_error_le_force` replaces \(m\) by the exact integral of \(f\) and bounds the mean-square quadrature error by the mean-square force divided by \((2\pi N)^2\), for \(N\ge1\). `ripple_of_harmonic` evaluates both ripples for a cosine whose frequency is a positive multiple of \(N\).

## An atom sliding over a fixed grid

Think of \(f\) as an energy density carried along by an atom at position \(s\). The exact integral over the periodic cell does not depend on \(s\), so the whole variation of \(E\) comes from the grid, and so does the whole force \(-E'(s)\).

For this rigid, one-dimensional model, a tolerance met by the energy ripple cannot simply be carried over to the forces. If the cell has length \(L\) and the grid spacing is \(h=L/N\), rescaling turns the factor \(2\pi N\) into \(2\pi/h\).

The bound compares averages over all offsets. At a single offset the force may vanish, as it does at a maximum of \(E\). Nor does a growing factor mean that the force ripple grows as the grid is refined: both ripples may shrink, while their ratio never falls below the bound whenever the energy ripple is non-zero. The model leaves out three-dimensional grids and any response of the density to the displacement.

## Wirtinger's inequality, one harmonic at a time

Let \(g\) be a continuously differentiable complex function on a cell of length \(T>0\), with \(g(T)=g(0)\) and \(\int_0^Tg\,dx=0\). Write its Fourier coefficients as

\[
c_n=\frac1T\int_0^T g(x)e^{-2\pi i n x/T}\,dx ,
\]

and let \(d_n\) be those of \(g'\). Integration by parts gives

\[
d_n=\frac{g(T)-g(0)}T+\frac{2\pi i n}{T}c_n=\frac{2\pi i n}{T}c_n .
\]

For \(n\ne0\) we have \(|n|\ge1\), hence \((2\pi/T)^2|c_n|^2\le|d_n|^2\). For \(n=0\) the left side is zero, because \(g\) has zero mean. Summing over \(n\) and using Parseval's identity, \(\frac1T\int_0^T|g|^2dx=\sum_n|c_n|^2\), yields

\[
\left(\frac{2\pi}{T}\right)^2\int_0^T|g|^2\,dx\le\int_0^T|g'|^2\,dx .
\]

This is the lemma `wirtinger`. There `S1` and `S2` are Parseval's identity for \(g\) and \(g'\), `term` is the comparison of coefficients, and `hasSum_le` adds the comparisons up. The last lines cancel the common factor \(1/T\).

## Why the relevant cell is one grid spacing

Applied to the whole unit cell, Wirtinger's inequality would give only the factor \((2\pi)^2\). The extra \(N^2\) comes from a shorter period. Moving by one spacing relabels the grid points:

\[
E\!\left(s+\frac1N\right)=\frac1N\sum_{j=0}^{N-1}f\!\left(\frac{j-1}{N}-s\right)=E(s),
\]

since the term \(j=0\) equals \(f((N-1)/N-s)\) by the periodicity of \(f\). The step `per` in the main proof does this by splitting a sum of \(N+1\) terms at its first and at its last term, which are equal.

Differentiating term by term gives

\[
E'(s)=-\frac1N\sum_{j=0}^{N-1}f'\!\left(\frac jN-s\right),
\]

which is `hasDerivAt_eggBox`. As \(f'\) also has period 1, \(E'\) repeats with period \(1/N\) too.

The lemma `integral_unit_cell` shows, by induction on the number of periods, that the integral of such a function over \([0,1]\) is \(N\) times its integral over \([0,1/N]\). Three uses of it follow. The first, `i0`, shows that \(E-m\) has zero integral over one spacing, because it has zero integral over the unit cell. Wirtinger's inequality with \(g=E-m\) and \(T=1/N\) then reads

\[
(2\pi N)^2\int_0^{1/N}(E-m)^2\,ds\le\int_0^{1/N}E'^2\,ds .
\]

Multiplying by \(N\) and using `i1` and `i2` restores the integrals over \([0,1]\). The case \(N=0\), which the theorem admits, is handled separately: the left side is zero and the right side is not negative.

## The quadrature error and the case of equality

For each grid point, substituting \(x=j/N-s\) gives

\[
\int_0^1 f\!\left(\frac jN-s\right)ds=\int_{j/N-1}^{j/N}f(x)\,dx=\int_0^1f(x)\,dx .
\]

Averaging over \(j\) shows that \(m\) is the exact integral; this is `offsetMean_eggBox`. Inserting it into the main inequality and dividing by \((2\pi N)^2\) gives the error bound.

Now take \(f(x)=\cos(2\pi Nkx)\) with integers \(N,k\ge1\). At the grid point \(j/N\) the phase \(2\pi Nk\cdot j/N=2\pi kj\) is a whole number of turns, so every point contributes the same value and \(E(s)=\cos(2\pi Nks)\). Hence \(m=0\) and

\[
\int_0^1(E-m)^2\,ds=\frac12,\qquad \int_0^1E'^2\,ds=\frac{(2\pi Nk)^2}{2}.
\]

In Lean, `hE` is the collapse of the sum, and the integrals of \(\cos^2\) and \(\sin^2\) finish the calculation. At \(k=1\) the main inequality is an equality, so its constant is the best possible for every \(N\ge1\). As \(k\) grows at fixed \(N\), the mean-square energy ripple stays at \(1/2\) while the mean-square force increases without limit, so no bound in the opposite direction can hold for all \(f\).
